# A unitary, symmetric scattering matrix has an orthonormal basis of real eigenchannels

With one open channel, the scattering matrix is a single phase factor \(S=e^{i\theta}\). Choose another phase factor \(c=e^{i\gamma}\neq S\) as reference. Then

\[
i\,\frac{c+S}{c-S}=\cot\frac{\gamma-\theta}{2}
\]

is a real number, from which \(S\) can be recovered. For \(c=-1\) and \(\theta=2\delta\) it is \(\tan\delta\), which diverges as \(\delta\to\pi/2\); a different \(c\) moves the divergence to another value of \(\delta\), so \(c\) has to be chosen to suit \(S\). The problems below carry this fraction over to many channels.

## Channels, phases and the reactance matrix

The finite type `n` labels the open channels at a fixed energy, with flux-normalised amplitudes. Membership of `unitaryGroup n ℂ` is flux conservation, \(SS^\dagger=1\). The condition `Sᵀ = S` is reciprocity: it stands for time-reversal invariance when each outgoing channel state is the time reverse of the incoming one and time reversal squares to \(+1\). Spin-1/2 particles with spin-orbit scattering obey a different condition and are not covered.

In Lean 4 with Mathlib:

```lean
import Mathlib

open Matrix

namespace TimeReversalScattering

noncomputable section

variable {n : Type*} [Fintype n] [DecidableEq n]
```

Real matrices enter complex products through `toComplex`.

```lean
/-- A real matrix regarded as a complex matrix, entry by entry. -/
def toComplex (A : Matrix n n ℝ) : Matrix n n ℂ := A.map (fun x => (x : ℂ))
```

The phases \(\theta_j\) are real, and \(D=\mathrm{diag}(e^{i\theta_j})\) is `phaseMatrix θ`.

```lean
/-- The diagonal matrix of phase factors `exp (i θ_j)` with real phases `θ_j`. -/
def phaseMatrix (θ : n → ℝ) : Matrix n n ℂ :=
  diagonal fun j => Complex.exp ((θ j : ℂ) * Complex.I)
```

The matrix version of the opening fraction is \(K=i(c-S)^{-1}(c+S)\), where \(c\) stands for \(c\) times the identity.

```lean
/-- The reactance matrix `K = i (c - S)⁻¹ (c + S)` of a scattering matrix `S` with reference
phase factor `c`, meant for `c` that is not an eigenvalue of `S`. -/
def reactance (c : ℂ) (S : Matrix n n ℂ) : Matrix n n ℂ :=
  Complex.I • ((c • 1 - S)⁻¹ * (c • 1 + S))
```

## (a) Products of real matrices

Write \(\hat A\) for the real matrix \(A\) regarded as complex. Show that this respects products:

\[
\widehat{AB}=\hat A\hat B .
\]

Entry \((i,j)\) of either side is \(\sum_k A_{ik}B_{kj}\), and a sum of products of real numbers is the same number in \(\mathbb C\). The hat is dropped from here on.

```lean
omit [DecidableEq n] in
/-- Multiplying real matrices and then regarding the product as complex is the same as
multiplying the complex versions. -/
theorem toComplex_mul (A B : Matrix n n ℝ) :
    toComplex (A * B) = toComplex A * toComplex B := by
  ext i j
  simp [toComplex, Matrix.mul_apply]
```

## (b) Orthogonal matrices as unitary ones

Show that a real orthogonal \(O\) satisfies

\[
O^\dagger=O^T,\qquad OO^\dagger=1 .
\]

Conjugation leaves real entries alone, which gives the first equation. Then \(OO^\dagger=OO^T=1\), using (a).

```lean
/-- A real orthogonal matrix is unitary as a complex matrix, and its adjoint is its transpose. -/
theorem toComplex_orthogonal {O : Matrix n n ℝ} (hO : O ∈ orthogonalGroup n ℝ) :
    toComplex O ∈ unitaryGroup n ℂ ∧ star (toComplex O) = (toComplex O)ᵀ := by
  have hs : star (toComplex O) = (toComplex O)ᵀ := by
    ext i j
    simp [toComplex, Matrix.star_apply]
  have ht : (toComplex O)ᵀ = toComplex (star O) := by
    ext i j
    simp [toComplex, Matrix.star_apply]
  refine ⟨?_, hs⟩
  rw [mem_unitaryGroup_iff, hs, ht, ← toComplex_mul, mem_unitaryGroup_iff.1 hO]
  ext i j
  by_cases h : i = j <;> simp [toComplex, Matrix.one_apply, h]
```

## (c) Diagonal phases conserve flux

Show that

\[
DD^\dagger=1 .
\]

The product is diagonal with entries \(e^{i\theta_j}e^{-i\theta_j}=1\).

```lean
/-- A diagonal matrix of phase factors with real phases is unitary. -/
theorem phaseMatrix_unitary (θ : n → ℝ) : phaseMatrix θ ∈ unitaryGroup n ℂ := by
  have h : ∀ j, Complex.exp ((θ j : ℂ) * Complex.I) *
      star (Complex.exp ((θ j : ℂ) * Complex.I)) = 1 := by
    intro j
    rw [Complex.star_def, Complex.mul_conj, Complex.normSq_eq_norm_sq,
      Complex.norm_exp_ofReal_mul_I]
    simp
  rw [mem_unitaryGroup_iff, star_eq_conjTranspose, phaseMatrix, diagonal_conjTranspose,
    diagonal_mul_diagonal, ← diagonal_one]
  congr 1
  funext j
  exact h j
```

## (d) A phase factor from a real number

Show that for real \(t\)

\[
t+i\neq0,\qquad \left|\frac{t-i}{t+i}\right|=1 .
\]

The imaginary part of \(t+i\) is 1, so it is nonzero. The numerator is the complex conjugate of the denominator, so their moduli agree.

```lean
/-- For real `t` the number `t + i` is nonzero and `(t - i) / (t + i)` has modulus one. -/
theorem cayley_phase (t : ℝ) : (t : ℂ) + Complex.I ≠ 0 ∧
    ‖((t : ℂ) - Complex.I) / ((t : ℂ) + Complex.I)‖ = 1 := by
  have hne : (t : ℂ) + Complex.I ≠ 0 := by
    intro h
    have := congrArg Complex.im h
    simp at this
  have h : (t : ℂ) - Complex.I = starRingEnd ℂ ((t : ℂ) + Complex.I) := by
    simp [sub_eq_add_neg]
  refine ⟨hne, ?_⟩
  rw [norm_div, h, RCLike.norm_conj, div_self (norm_ne_zero_iff.2 hne)]
```

## (e) A reference phase that is not an eigenvalue

Show that every square matrix \(S\) admits a \(c\) with

\[
|c|=1,\qquad \det(c-S)\neq0 .
\]

Suppose every number of modulus one were a root of \(\det(z-S)\). By (d), all the numbers \((t-i)/(t+i)\) would be roots. They are distinct: if \(s\) and \(t\) give the same value, then \((s-i)(t+i)=(t-i)(s+i)\), hence \(2i(s-t)=0\) and \(s=t\). The characteristic polynomial would have infinitely many roots, yet it is monic and therefore nonzero, a contradiction.

```lean
/-- For every square matrix some number of modulus one is not an eigenvalue. -/
theorem exists_reference_phase (S : Matrix n n ℂ) :
    ∃ c : ℂ, ‖c‖ = 1 ∧ (c • 1 - S).det ≠ 0 := by
  -- otherwise the characteristic polynomial would vanish at infinitely many points
  refine by_contra fun h => S.charpoly_monic.ne_zero
    (Polynomial.eq_zero_of_infinite_isRoot _ (Set.infinite_of_injective_forall_mem
      (f := fun t : ℝ => ((t : ℂ) - Complex.I) / ((t : ℂ) + Complex.I)) ?_ ?_))
  · intro s t hst
    have h1 : ((s : ℂ) - Complex.I) / ((s : ℂ) + Complex.I) =
        ((t : ℂ) - Complex.I) / ((t : ℂ) + Complex.I) := hst
    rw [div_eq_div_iff (cayley_phase s).1 (cayley_phase t).1] at h1
    have h2 : (2 * Complex.I) * ((s : ℂ) - t) = 0 := by linear_combination h1
    have h3 := (mul_eq_zero.1 h2).resolve_left (by simp)
    exact_mod_cast sub_eq_zero.1 h3
  · intro t
    by_contra hr
    refine h ⟨_, (cayley_phase t).2, fun h0 => hr ?_⟩
    change Polynomial.eval _ _ = 0
    rw [Matrix.eval_charpoly, Matrix.scalar_apply, ← Matrix.smul_one_eq_diagonal]
    exact h0
```

## (f) The reactance equation without an inverse

For such a \(c\), show that

\[
(c-S)K=i(c+S).
\]

Multiply the definition of \(K\) from the left by \(c-S\), which is invertible because its determinant is nonzero.

```lean
/-- If `c` is not an eigenvalue of `S`, the reactance matrix obeys `(c - S) K = i (c + S)`. -/
theorem mul_reactance {c : ℂ} {S : Matrix n n ℂ} (h : (c • 1 - S).det ≠ 0) :
    (c • 1 - S) * reactance c S = Complex.I • (c • 1 + S) := by
  rw [reactance, mul_smul_comm, ← mul_assoc,
    Matrix.mul_nonsing_inv _ (isUnit_iff_ne_zero.2 h), one_mul]
```

## (g) Flux conservation and reciprocity make the reactance matrix real

Let \(S\) be unitary and symmetric, with \(c\) as in (e). Show that

\[
K^T=K=K^* .
\]

Put \(M=c-S\) and \(P=c+S\), so that \(MK=iP\). Transposing and using \(S^T=S\) gives \(K^TM=iP\). Hence

\[
MK^TM=iMP=i(c^2-S^2)=iPM=MKM,
\]

and cancelling \(M\) on both sides leaves \(K^T=K\).

The adjoint equation is \(K^\dagger M^\dagger=-iP^\dagger\). Since \(|c|^2=1\) and \(SS^\dagger=1\),

\[
MP^\dagger=cS^\dagger-c^*S,\qquad PM^\dagger=-(cS^\dagger-c^*S).
\]

Therefore \(MK^\dagger M^\dagger=-iMP^\dagger=iPM^\dagger=MKM^\dagger\), and cancelling gives \(K^\dagger=K\). Together, \(K_{ij}^*=K_{ji}=K_{ij}\).

In the code, `hs` and `hh` are these two results, and the `mul_left_cancel` and `mul_right_cancel` steps are the cancellations. The theorem returns a real symmetric matrix `R` whose complex version is \(K\).

```lean
/-- The reactance matrix of a unitary, symmetric scattering matrix is real and symmetric, if the
reference `c` has modulus one and is not an eigenvalue of `S`. -/
theorem reactance_real_symmetric {c : ℂ} {S : Matrix n n ℂ} (hU : S ∈ unitaryGroup n ℂ)
    (hT : Sᵀ = S) (hc : ‖c‖ = 1) (h : (c • 1 - S).det ≠ 0) :
    ∃ R : Matrix n n ℝ, Rᵀ = R ∧ toComplex R = reactance c S := by
  have hMK := mul_reactance h
  obtain ⟨K, hK⟩ : ∃ K, K = reactance c S := ⟨_, rfl⟩
  rw [← hK] at hMK ⊢
  have hM : IsUnit (c • 1 - S) := (Matrix.isUnit_iff_isUnit_det _).2 (isUnit_iff_ne_zero.2 h)
  have hMs : IsUnit (c • 1 - S)ᴴ := hM.star
  -- reciprocity makes K symmetric
  have hs : Kᵀ = K := by
    have e : Kᵀ * (c • 1 - S) = Complex.I • (c • 1 + S) := by
      have := congrArg Matrix.transpose hMK
      simpa only [transpose_mul, transpose_smul, transpose_add, transpose_sub,
        transpose_one, hT] using this
    apply hM.mul_left_cancel
    apply hM.mul_right_cancel
    rw [mul_assoc, e, hMK]
    simp only [add_mul, mul_add, sub_mul, mul_sub, smul_mul_assoc, mul_smul_comm,
      one_mul, mul_one]
    module
  -- flux conservation makes K Hermitian
  have hh : Kᴴ = K := by
    have e : Kᴴ * (c • 1 - S)ᴴ = (-Complex.I) • (c • 1 + S)ᴴ := by
      rw [← conjTranspose_mul, hMK, conjTranspose_smul,
        show star Complex.I = -Complex.I from Complex.conj_I]
    have hSS : S * Sᴴ = 1 := mem_unitaryGroup_iff.1 hU
    have hcc : (c * star c) • (1 : Matrix n n ℂ) = 1 := by
      rw [Complex.star_def, Complex.mul_conj, Complex.normSq_eq_norm_sq, hc]
      simp
    apply hM.mul_left_cancel
    apply hMs.mul_right_cancel
    rw [mul_assoc, e, hMK]
    simp only [conjTranspose_add, conjTranspose_sub, conjTranspose_smul, conjTranspose_one,
      add_mul, mul_add, sub_mul, mul_sub, smul_mul_assoc, mul_smul_comm, one_mul, mul_one, hSS]
    linear_combination (norm := module) (-2 * Complex.I) • hcc
  refine ⟨K.map Complex.re, ?_, ?_⟩
  · ext i j
    exact congrArg Complex.re (congrFun (congrFun hs i) j)
  · ext i j
    have h1 : star (K j i) = K i j := congrFun (congrFun hh i) j
    have h2 : K j i = K i j := congrFun (congrFun hs i) j
    rw [h2] at h1
    exact Complex.conj_eq_iff_re.1 h1
```

## (h) The factorisation and its converse

Show that \(S\) is unitary and symmetric if and only if there are a real orthogonal \(O\) and real phases \(\theta_j\) with

\[
S=ODO^T .
\]

For the forward direction, choose \(c\) by (e). By (g) the matrix \(K\) is real and symmetric, so the real spectral theorem gives \(KO=O\,\mathrm{diag}(\lambda_j)\) with \(O\) orthogonal and \(\lambda_j\) real. Apply (f) to column \(o_j\) of \(O\):

\[
\lambda_j(c-S)o_j=i(c+S)o_j
\quad\Longrightarrow\quad
(\lambda_j+i)\,So_j=c(\lambda_j-i)\,o_j .
\]

By (d) we may divide, so \(So_j=d_jo_j\) with \(d_j=c(\lambda_j-i)/(\lambda_j+i)\) and \(|d_j|=1\). Taking \(\theta_j=\arg d_j\) gives \(SO=OD\), and multiplying by \(O^T\) from the right finishes this direction.

Conversely, \(ODO^T\) is a product of unitary matrices by (b) and (c), and its transpose is \(OD^TO^T=ODO^T\).

In the code, `hRO` is the spectral theorem, `h2` is (f) multiplied by \(O\), and `hSO` is \(SO=OD\).

```lean
/-- A scattering matrix is unitary and equal to its transpose exactly when it is `O D Oᵀ` with
`O` real orthogonal and `D` a diagonal matrix of phase factors. -/
theorem unitary_symmetric_iff (S : Matrix n n ℂ) :
    (S ∈ unitaryGroup n ℂ ∧ Sᵀ = S) ↔ ∃ O ∈ orthogonalGroup n ℝ, ∃ θ : n → ℝ,
      S = toComplex O * phaseMatrix θ * (toComplex O)ᵀ := by
  constructor
  · rintro ⟨hU, hT⟩
    obtain ⟨c, hc, hdet⟩ := exists_reference_phase S
    obtain ⟨R, hR, hRK⟩ := reactance_real_symmetric hU hT hc hdet
    have hMK := mul_reactance hdet
    rw [← hRK] at hMK
    have hH : R.IsHermitian := by
      rw [Matrix.IsHermitian, conjTranspose_eq_transpose_of_trivial]
      exact hR
    -- diagonalise the real symmetric reactance matrix
    obtain ⟨O, hO, l, hRO⟩ : ∃ O ∈ orthogonalGroup n ℝ, ∃ l : n → ℝ,
        R * O = O * diagonal l := by
      refine ⟨hH.eigenvectorUnitary, hH.eigenvectorUnitary.2, hH.eigenvalues, ?_⟩
      ext i j
      have := congrFun (hH.mulVec_eigenvectorBasis j) i
      rw [Matrix.mul_diagonal]
      simpa [Matrix.mul_apply, Matrix.mulVec, dotProduct, hH.eigenvectorUnitary_apply,
        mul_comm] using this
    have hKO : toComplex R * toComplex O = toComplex O * diagonal (fun j => (l j : ℂ)) := by
      rw [← toComplex_mul, hRO]
      ext i j
      simp [toComplex, Matrix.mul_diagonal]
    have h2 : c • (toComplex O * diagonal (fun j => (l j : ℂ))) -
        S * toComplex O * diagonal (fun j => (l j : ℂ)) =
        Complex.I • (c • toComplex O + S * toComplex O) := by
      have := congrArg (· * toComplex O) hMK
      simpa only [mul_assoc, hKO, sub_mul, add_mul, smul_mul_assoc, one_mul] using this
    -- the eigenphases of S follow from the eigenvalues of K
    let d : n → ℂ := fun j => c * (((l j : ℂ) - Complex.I) / ((l j : ℂ) + Complex.I))
    have hd : ∀ j, Complex.exp (((d j).arg : ℂ) * Complex.I) = d j := by
      intro j
      have h1 : ‖d j‖ = 1 := by
        change ‖c * _‖ = 1
        rw [norm_mul, hc, (cayley_phase (l j)).2, one_mul]
      have h3 := Complex.norm_mul_exp_arg_mul_I (d j)
      rwa [h1, Complex.ofReal_one, one_mul] at h3
    have hSO : S * toComplex O = toComplex O * phaseMatrix (fun j => (d j).arg) := by
      ext i j
      have h3 := congrFun (congrFun h2 i) j
      simp only [Matrix.sub_apply, Matrix.add_apply, Matrix.smul_apply, smul_eq_mul,
        Matrix.mul_diagonal] at h3
      rw [phaseMatrix, Matrix.mul_diagonal, hd j]
      have hne := (cayley_phase (l j)).1
      have hq := div_mul_cancel₀ ((l j : ℂ) - Complex.I) hne
      apply mul_right_cancel₀ hne
      linear_combination -h3 - toComplex O i j * c * hq
    obtain ⟨hOu, hOs⟩ := toComplex_orthogonal hO
    refine ⟨O, hO, fun j => (d j).arg, ?_⟩
    rw [← hSO, mul_assoc, ← hOs, mem_unitaryGroup_iff.1 hOu, mul_one]
  · rintro ⟨O, hO, θ, rfl⟩
    obtain ⟨hOu, hOs⟩ := toComplex_orthogonal hO
    constructor
    · refine mul_mem (mul_mem hOu (phaseMatrix_unitary θ)) ?_
      rw [← hOs, mem_unitaryGroup_iff, star_star]
      exact mem_unitaryGroup_iff'.1 hOu
    · simp only [transpose_mul, transpose_transpose, phaseMatrix, diagonal_transpose, mul_assoc]
```

## (i) Real eigenchannels

For unitary, symmetric \(S\), find real vectors \(v_j\), one per channel, with

\[
v_j\cdot v_k=\delta_{jk},\qquad Sv_j=e^{i\theta_j}v_j .
\]

Take the columns of \(O\), \((v_j)_i=O_{ij}\). Orthonormality is \(O^TO=1\), and the eigenvalue equation is \(SO=OD\) read column by column. Incoming amplitudes \(v_j\) return with one common phase, so the wave in the channels is real up to an overall factor: a standing wave. When eigenphases coincide, there are also eigenvectors that are not multiples of real ones; the theorem supplies a real choice.

For a mirror-symmetric barrier with one channel on each side, reflection amplitude \(r\) and transmission amplitude \(t\), the vectors are \((1,\pm1)/\sqrt2\), the even and odd standing waves, with phase factors \(r\pm t\).

```lean
/-- A unitary, symmetric scattering matrix has an orthonormal set of real eigenchannel vectors,
one for each channel, and each is scattered into itself times a phase factor. -/
theorem standing_wave_eigenchannels {S : Matrix n n ℂ} (hU : S ∈ unitaryGroup n ℂ)
    (hT : Sᵀ = S) : ∃ (v : n → n → ℝ) (θ : n → ℝ),
      (∀ j k, v j ⬝ᵥ v k = if j = k then 1 else 0) ∧
      ∀ j, S *ᵥ (fun i => (v j i : ℂ)) =
        Complex.exp ((θ j : ℂ) * Complex.I) • (fun i => (v j i : ℂ)) := by
  obtain ⟨O, hO, θ, hS⟩ := (unitary_symmetric_iff S).1 ⟨hU, hT⟩
  obtain ⟨hOu, hOs⟩ := toComplex_orthogonal hO
  -- the eigenchannels are the columns of O
  refine ⟨fun j i => O i j, θ, fun j k => ?_, fun j => ?_⟩
  · have h := congrFun (congrFun (mem_unitaryGroup_iff'.1 hO) j) k
    simpa [Matrix.mul_apply, Matrix.star_apply, dotProduct, Matrix.one_apply] using h
  · have h : S * toComplex O = toComplex O * phaseMatrix θ := by
      rw [hS, mul_assoc, ← hOs, mem_unitaryGroup_iff'.1 hOu, mul_one]
    ext i
    have h1 := congrFun (congrFun h i) j
    rw [phaseMatrix, Matrix.mul_diagonal] at h1
    exact h1.trans (mul_comm _ _)
```

## (j) A unitary matrix times its transpose

For the same \(S\), find a unitary \(U\) with

\[
S=UU^T .
\]

Halve the phases: let \(D^{1/2}=\mathrm{diag}(e^{i\theta_j/2})\) and \(U=OD^{1/2}\), which is unitary by (b) and (c). Then \(UU^T=OD^{1/2}D^{1/2}O^T=ODO^T=S\); `hhalf` is the splitting of \(D\).

For a chaotic cavity with ideal leads, time-reversal invariance and no spin-orbit scattering, random-matrix theory models the scattering matrix as \(UU^T\), with \(U\) drawn uniformly (from the Haar measure) from the unitary group. The result shows that this form reaches every unitary, symmetric \(S\), but it says nothing about their probability distribution.

```lean
/-- Every unitary, symmetric scattering matrix is the product `U Uᵀ` of a unitary matrix and its
transpose. -/
theorem exists_unitary_mul_transpose {S : Matrix n n ℂ} (hU : S ∈ unitaryGroup n ℂ)
    (hT : Sᵀ = S) : ∃ U ∈ unitaryGroup n ℂ, S = U * Uᵀ := by
  obtain ⟨O, hO, θ, hS⟩ := (unitary_symmetric_iff S).1 ⟨hU, hT⟩
  -- share each eigenphase equally between the two factors
  have hhalf : phaseMatrix θ =
      phaseMatrix (fun j => θ j / 2) * phaseMatrix (fun j => θ j / 2) := by
    simp only [phaseMatrix, diagonal_mul_diagonal]
    congr 1
    funext j
    rw [← Complex.exp_add]
    congr 1
    push_cast
    ring
  have ht : (phaseMatrix (fun j => θ j / 2))ᵀ = phaseMatrix (fun j => θ j / 2) := by
    simp only [phaseMatrix, diagonal_transpose]
  refine ⟨toComplex O * phaseMatrix (fun j => θ j / 2),
    mul_mem (toComplex_orthogonal hO).1 (phaseMatrix_unitary _), ?_⟩
  rw [hS, hhalf, transpose_mul, ht]
  simp only [mul_assoc]

end

end TimeReversalScattering
```

```lean
#print axioms TimeReversalScattering.reactance_real_symmetric
#print axioms TimeReversalScattering.standing_wave_eigenchannels
#print axioms TimeReversalScattering.exists_unitary_mul_transpose
```

```
'TimeReversalScattering.reactance_real_symmetric' depends on axioms: [propext, Classical.choice, Quot.sound]
'TimeReversalScattering.standing_wave_eigenchannels' depends on axioms: [propext, Classical.choice, Quot.sound]
'TimeReversalScattering.exists_unitary_mul_transpose' depends on axioms: [propext, Classical.choice, Quot.sound]
```
